# Splitting the Coulomb potential into a short-range part and twice continuously differentiable levels

A: For a cutoff $a>0$, a distance $r>0$ and any natural number $L$,

$$\frac1r=\Big(\frac1r-g_0(r)\Big)+\sum_{l=0}^{L-1}k_l(r)+g_L(r),\qquad g_l(r)=\frac{1}{2^l a}\,g\!\Big(\frac{r}{2^l a}\Big),\quad k_l=g_l-g_{l+1},$$

where $g(x)=\frac{15}{8}-\frac54x^2+\frac38x^4$ for $x\le1$ and $g(x)=1/x$ beyond. The profile $g$ is twice continuously differentiable. The bracket vanishes for $r\ge a$, $k_l$ vanishes for $r\ge2^{l+1}a$, and $k_l(r)=2^{-l}k_0(r/2^l)$. For finitely many point charges in open space, this is an exact splitting on which multilevel summation can build, with one of several possible choices of $g$; the grid approximation, its error and its cost are not treated.

Q: Adding and subtracting terms is always exact. What does the quartic contribute?

A: Smoothness at the joint. The inner branch has derivatives $\frac32x^3-\frac52x$ and $\frac92x^2-\frac52$, so its value, slope and curvature at $x=1$ are $1,-1,2$. The outer branch has derivatives $-1/x^2$ and $2/x^3$, which give the same three numbers. The third derivatives are $9$ from the left and $-6$ from the right, so the matching stops there.

In space, $g(\|\mathbf x\|)$ is a polynomial in $\|\mathbf x\|^2$ near the origin, so there is no cusp. Elsewhere the norm is smooth.

Q: And the ranges?

A: Put $s=2^la$. If $r\ge s$, then $g_l(r)=(s/r)/s=1/r$. With $l=0$ the bracket vanishes from $a$ outwards. From $2^{l+1}a$ outwards both terms of $k_l$ equal $1/r$ and cancel. The kernels telescope to $g_0-g_L$, which gives the sum. For the scaling,

$$2^{-l}k_0(r/2^l)=\frac{g(r/(2^la))}{2^la}-\frac{g(r/(2^{l+1}a))}{2^{l+1}a}=k_l(r).$$

Q: Try it with numbers.

A: Take $a=2$, $r=1$, $L=1$. Then $g_0(1)=\frac12g(\frac12)=\frac{203}{256}$ and $g_1(1)=\frac14g(\frac14)=\frac{3683}{8192}$. The short-range part, $k_0$ and $g_1$ are $\frac{1696}{8192}$, $\frac{2813}{8192}$ and $\frac{3683}{8192}$, which add up to $1$.

Q: With many charges, a smooth sum over all pairs includes each charge acting on itself.

A: That has to be subtracted. For charges $q_i$ at distances $d_{ij}$, write $1/d_{ij}=(1/d_{ij}-g_0)+g_0$ for $i\ne j$. The bracket survives only for $d_{ij}<a$. Completing the $g_0$ sum with its diagonal adds $g_0(0)\sum_iq_i^2=\frac{15}{8a}\sum_iq_i^2$, so

$$\sum_{i\ne j}\frac{q_iq_j}{d_{ij}}=\sum_{\substack{i\ne j\\ d_{ij}<a}}q_iq_j\Big(\frac1{d_{ij}}-g_0(d_{ij})\Big)+\sum_{i,j}q_iq_j\,g_0(d_{ij})-\frac{15}{8a}\sum_iq_i^2.$$

Finally, insert $g_0=\sum_{l<L}k_l+g_L$. Each pair is counted twice, so the energy is half of this, in units where the Coulomb constant is 1.

Q: How does this look in a code?

A: The near pairs come from a neighbour list. The charges are spread onto grids whose spacing doubles with each level, and $k_l$ acts there as a finite stencil. By the scaling law, one table of $k_0$ serves every level, with a factor $2^{-l}$. The top level $g_L$ is summed over all points of the coarsest grid.

Q: Now show me that the formal objects are these functions.

```lean
import Mathlib

open Finset Topology

namespace MultilevelSummation

noncomputable section
```

A: `softened` is $g$, defined on all reals; only $x\ge0$ has physical meaning.

```lean
/-- The softened Coulomb profile: an even quartic up to `x = 1`, and `1/x` beyond. -/
def softened (x : ℝ) : ℝ := if x ≤ 1 then 15 / 8 - 5 / 4 * x ^ 2 + 3 / 8 * x ^ 4 else 1 / x
```

Its first two derivatives are written down as explicit candidates, still to be proved.

```lean
/-- The piecewise formula for the slope of the softened profile. -/
def slope (x : ℝ) : ℝ := if x ≤ 1 then 3 / 2 * x ^ 3 - 5 / 2 * x else -1 / x ^ 2

/-- The piecewise formula for the curvature of the softened profile. -/
def curvature (x : ℝ) : ℝ := if x ≤ 1 then 9 / 2 * x ^ 2 - 5 / 2 else 2 / x ^ 3
```

The levels, kernels and short-range part take the cutoff, the level index where there is one, and the distance.

```lean
/-- The softened potential `g_l` with cutoff `2^l a`, for `a > 0`. -/
def level (a : ℝ) (l : ℕ) (r : ℝ) : ℝ := softened (r / (2 ^ l * a)) / (2 ^ l * a)

/-- The kernel `k_l = g_l - g_(l+1)`, for `a > 0`. -/
def kernel (a : ℝ) (l : ℕ) (r : ℝ) : ℝ := level a l r - level a (l + 1) r

/-- The short-range part `1/r - g_0(r)` of the Coulomb potential, for `a > 0` and `r > 0`. -/
def shortRange (a r : ℝ) : ℝ := 1 / r - level a 0 r
```

Q: Lean sets $1/0=0$. Could the splitting hold for a silly reason?

A: It is stated as $r\cdot(\text{sum of parts})=1$, which fails at $r=0$, so `hr : 0 < r` does real work. Likewise, the charge theorem takes inverse distances `c i j` with `c i j * dist (x i) (x j) = 1` for `i ≠ j`, which excludes coincident charges.

Q: Which space do the charges live in?

A: Any metric space `X`; physically, take three-dimensional Euclidean space. The index type `ι` is finite, so there are no periodic images. The kernel sums run directly over all pairs of charges; no grid appears in the formal statement.

Q: Then take me through the proof, starting at the joint.

A: `hasDerivAt_glue` treats points left and right of 1 locally. At 1 it unites the two one-sided derivatives.

```lean
/-- Two differentiable branches that agree in value and slope at `1` join to a
differentiable function. -/
theorem hasDerivAt_glue {p q p' q' : ℝ → ℝ} (hp : ∀ x, x ≤ 1 → HasDerivAt p (p' x) x)
    (hq : ∀ x, 1 ≤ x → HasDerivAt q (q' x) x) (h0 : p 1 = q 1) (h1 : p' 1 = q' 1) (x : ℝ) :
    HasDerivAt (fun y => if y ≤ 1 then p y else q y) (if x ≤ 1 then p' x else q' x) x := by
  rcases lt_trichotomy x 1 with h | h | h
  · rw [if_pos h.le]
    refine (hp x h.le).congr_of_eventuallyEq ?_
    filter_upwards [Iio_mem_nhds h] with y hy
    exact if_pos (Set.mem_Iio.mp hy).le
  · -- at the joint, combine the two one-sided derivatives
    subst h
    have hl : HasDerivWithinAt (fun y => if y ≤ 1 then p y else q y) (p' 1) (Set.Iic 1) 1 :=
      (hp 1 le_rfl).hasDerivWithinAt.congr (fun y hy => if_pos hy) (if_pos le_rfl)
    have hr : HasDerivWithinAt (fun y => if y ≤ 1 then p y else q y) (p' 1) (Set.Ici 1) 1 := by
      rw [h1]
      refine (hq 1 le_rfl).hasDerivWithinAt.congr (fun y hy => ?_) (by simp [h0])
      rcases (Set.mem_Ici.mp hy).eq_or_lt with h | h
      · simp [← h, h0]
      · exact if_neg (not_le.2 h)
    have hu := hl.union hr
    rw [Set.Iic_union_Ici, hasDerivWithinAt_univ] at hu
    rw [if_pos (le_refl (1 : ℝ))]
    exact hu
  · rw [if_neg (not_le.2 h)]
    refine (hq x h.le).congr_of_eventuallyEq ?_
    filter_upwards [Ioi_mem_nhds h] with y hy
    exact if_neg (not_le.2 (Set.mem_Ioi.mp hy))
```

Applying it twice, with the matching numbers checked by `norm_num`, gives $g'$ and $g''$.

```lean
/-- The softened profile has derivative `slope` everywhere. -/
theorem hasDerivAt_softened (x : ℝ) : HasDerivAt softened (slope x) x := by
  refine hasDerivAt_glue (p := fun y => 15 / 8 - 5 / 4 * y ^ 2 + 3 / 8 * y ^ 4)
    (q := fun y => 1 / y) (p' := fun y => 3 / 2 * y ^ 3 - 5 / 2 * y)
    (q' := fun y => -1 / y ^ 2) (fun y _ => ?_) (fun y hy => ?_) (by norm_num) (by norm_num) x
  · have h2 : HasDerivAt (fun z : ℝ => z ^ 2) (2 * y) y := by simpa using hasDerivAt_pow 2 y
    have h4 : HasDerivAt (fun z : ℝ => z ^ 4) (4 * y ^ 3) y := by simpa using hasDerivAt_pow 4 y
    exact (((h2.const_mul (5 / 4)).const_sub (15 / 8)).fun_add
      (h4.const_mul (3 / 8))).congr_deriv (by ring)
  · have hy0 : y ≠ 0 := by linarith
    exact ((hasDerivAt_const y (1 : ℝ)).fun_div (hasDerivAt_id' y) hy0).congr_deriv (by ring)

/-- The slope of the softened profile has derivative `curvature` everywhere. -/
theorem hasDerivAt_slope (x : ℝ) : HasDerivAt slope (curvature x) x := by
  refine hasDerivAt_glue (p := fun y => 3 / 2 * y ^ 3 - 5 / 2 * y)
    (q := fun y => -1 / y ^ 2) (p' := fun y => 9 / 2 * y ^ 2 - 5 / 2)
    (q' := fun y => 2 / y ^ 3) (fun y _ => ?_) (fun y hy => ?_) (by norm_num) (by norm_num) x
  · have h3 : HasDerivAt (fun z : ℝ => z ^ 3) (3 * y ^ 2) y := by simpa using hasDerivAt_pow 3 y
    exact ((h3.const_mul (3 / 2)).fun_sub
      ((hasDerivAt_id' y).const_mul (5 / 2))).congr_deriv (by ring)
  · have hy0 : y ≠ 0 := by linarith
    have h2 : HasDerivAt (fun z : ℝ => z ^ 2) (2 * y) y := by simpa using hasDerivAt_pow 2 y
    exact ((hasDerivAt_const y (-1 : ℝ)).fun_div h2 (pow_ne_zero 2 hy0)).congr_deriv
      (by field_simp; ring)
```

What remains for two continuous derivatives is continuity of `curvature`. The outer branch is rewritten with `max x 1` in the denominator, which never vanishes.

```lean
/-- The softened profile is twice continuously differentiable on the real line. -/
theorem contDiff_softened : ContDiff ℝ 2 softened := by
  have e1 : deriv softened = slope := funext fun x => (hasDerivAt_softened x).deriv
  have e2 : deriv slope = curvature := funext fun x => (hasDerivAt_slope x).deriv
  have hc : Continuous curvature := by
    -- replace the outer branch by one that is continuous on the whole line
    have e : curvature = fun x : ℝ =>
        if x ≤ 1 then 9 / 2 * x ^ 2 - 5 / 2 else 2 / (max x 1) ^ 3 := by
      funext x
      by_cases h : x ≤ 1
      · simp [curvature, h]
      · simp [curvature, h, max_eq_left (not_le.1 h).le]
    rw [e]
    refine Continuous.if_le (by fun_prop) ?_ continuous_id continuous_const ?_
    · exact continuous_const.div (by fun_prop) fun x =>
        pow_ne_zero 3 (lt_of_lt_of_le one_pos (le_max_right x 1)).ne'
    · intro x hx
      have hx' : x = 1 := hx
      subst hx'
      norm_num
  rw [← one_add_one_eq_two, contDiff_succ_iff_deriv, e1, contDiff_one_iff_deriv, e2]
  exact ⟨fun x => (hasDerivAt_softened x).differentiableAt, fun h => absurd h (by simp),
    fun x => (hasDerivAt_slope x).differentiableAt, hc⟩
```

Q: And the jump from $9$ to $-6$?

A: If $g''$ were differentiable at 1, its derivative would have to equal both one-sided values. Uniqueness of one-sided derivatives turns that into a contradiction.

```lean
/-- The second derivative of the softened profile is not differentiable at the joint `x = 1`. -/
theorem not_differentiableAt_second_deriv :
    ¬ DifferentiableAt ℝ (deriv (deriv softened)) 1 := by
  have e1 : deriv softened = slope := funext fun x => (hasDerivAt_softened x).deriv
  have e2 : deriv slope = curvature := funext fun x => (hasDerivAt_slope x).deriv
  rw [e1, e2]
  intro h
  have h2 : HasDerivAt (fun z : ℝ => z ^ 2) 2 1 := by simpa using hasDerivAt_pow 2 (1 : ℝ)
  have h3 : HasDerivAt (fun z : ℝ => z ^ 3) 3 1 := by simpa using hasDerivAt_pow 3 (1 : ℝ)
  have hout : ∀ y : ℝ, 1 ≤ y → curvature y = 2 / y ^ 3 := by
    intro y hy
    rcases hy.eq_or_lt with h | h
    · rw [← h]; norm_num [curvature]
    · exact if_neg (not_le.2 h)
  -- the one-sided derivatives are 9 and -6
  have hl : HasDerivWithinAt curvature (9 / 2 * 2) (Set.Iic 1) 1 :=
    ((h2.const_mul (9 / 2)).sub_const (5 / 2)).hasDerivWithinAt.congr
      (fun y hy => if_pos hy) (if_pos le_rfl)
  have hr : HasDerivWithinAt curvature ((0 * 1 ^ 3 - 2 * 3) / (1 ^ 3) ^ 2) (Set.Ici 1) 1 :=
    ((hasDerivAt_const (1 : ℝ) (2 : ℝ)).fun_div h3 (by norm_num)).hasDerivWithinAt.congr
      (fun y hy => hout y hy) (hout 1 le_rfl)
  have dl := (uniqueDiffOn_Iic (1 : ℝ) 1 (le_refl (1 : ℝ))).eq_deriv _ hl
    h.hasDerivAt.hasDerivWithinAt
  have dr := (uniqueDiffOn_Ici (1 : ℝ) 1 (le_refl (1 : ℝ))).eq_deriv _ hr
    h.hasDerivAt.hasDerivWithinAt
  rw [← dl] at dr
  norm_num at dr
```

The spatial statement holds in any real inner product space `E`. It splits into the origin, where the polynomial in the squared norm takes over, and all other points, where the twice continuously differentiable profile is composed with the smooth norm. Rescaling the position then gives every level.

```lean
/-- As a function of position, each softened potential is twice continuously differentiable,
also at the origin. -/
theorem contDiff_level_norm {E : Type*} [NormedAddCommGroup E] [InnerProductSpace ℝ E]
    {a : ℝ} (ha : 0 < a) (l : ℕ) : ContDiff ℝ 2 (fun x : E => level a l ‖x‖) := by
  have hE : ContDiff ℝ 2 (fun x : E => softened ‖x‖) := by
    rw [contDiff_iff_contDiffAt]
    intro x
    by_cases hx : x = 0
    · -- near the origin the profile is a polynomial in the squared norm
      subst hx
      have hp : ContDiff ℝ 2 (fun y : E => 15 / 8 - 5 / 4 * ‖y‖ ^ 2 + 3 / 8 * (‖y‖ ^ 2) ^ 2) :=
        (contDiff_const.sub (contDiff_const.mul (contDiff_norm_sq ℝ))).add
          (contDiff_const.mul ((contDiff_norm_sq ℝ).pow 2))
      refine hp.contDiffAt.congr_of_eventuallyEq ?_
      filter_upwards [Metric.ball_mem_nhds (0 : E) one_pos] with y hy
      have hy' : ‖y‖ < 1 := by simpa using hy
      rw [softened, if_pos hy'.le]
      ring
    · exact contDiff_softened.contDiffAt.comp x (contDiffAt_norm ℝ hx)
  have hf : (fun x : E => level a l ‖x‖) =
      fun x : E => softened ‖(2 ^ l * a)⁻¹ • x‖ / (2 ^ l * a) := by
    funext x
    have hn : ‖(2 ^ l * a)⁻¹ • x‖ = ‖x‖ / (2 ^ l * a) := by
      rw [norm_smul, Real.norm_of_nonneg (by positivity), div_eq_inv_mul]
    rw [level, hn]
  have hs : ContDiff ℝ 2 (fun x : E => (2 ^ l * a)⁻¹ • x) := by fun_prop
  rw [hf]
  exact (hE.comp hs).div_const _
```

Q: Where do the finite ranges enter?

A: Through this lemma, which is the computation $(s/r)/s=1/r$, with the joint included.

```lean
/-- From its cutoff `2^l a` outwards, the softened potential `g_l` equals `1/r`. -/
theorem level_eq_coulomb {a r : ℝ} (ha : 0 < a) {l : ℕ} (h : 2 ^ l * a ≤ r) :
    level a l r = 1 / r := by
  have hs : 0 < 2 ^ l * a := by positivity
  have hr : r ≠ 0 := (hs.trans_le h).ne'
  have hout : softened (r / (2 ^ l * a)) = 1 / (r / (2 ^ l * a)) := by
    rcases ((one_le_div hs).2 h).eq_or_lt with h1 | h1
    · rw [← h1]; norm_num [softened]
    · exact if_neg (not_le.2 h1)
  rw [level, hout]
  field_simp
```

The splitting theorem has four parts: the sum, by the telescoping lemma `Finset.sum_range_sub'`; the two ranges, by the lemma above; and the scaling law, by matching the arguments of `softened`. For $L=0$ the kernel sum is empty and $1/r=(1/r-g_0)+g_0$ remains.

```lean
/-- Multilevel splitting: the parts add up to the inverse distance, the short-range part vanishes
from `a` outwards, `k_l` vanishes from `2^(l+1) a` outwards, and every kernel is a rescaled copy of
`k_0`. -/
theorem multilevel_splitting {a r : ℝ} (ha : 0 < a) (hr : 0 < r) (L : ℕ) :
    r * (shortRange a r + ∑ l ∈ range L, kernel a l r + level a L r) = 1 ∧
    (a ≤ r → shortRange a r = 0) ∧
    (∀ l : ℕ, 2 ^ (l + 1) * a ≤ r → kernel a l r = 0) ∧
    (∀ l : ℕ, kernel a l r = 1 / 2 ^ l * kernel a 0 (r / 2 ^ l)) := by
  refine ⟨?_, fun h => ?_, fun l h => ?_, fun l => ?_⟩
  · -- the kernels telescope
    have ht : ∑ l ∈ range L, kernel a l r = level a 0 r - level a L r :=
      Finset.sum_range_sub' (fun l => level a l r) L
    have hsum : shortRange a r + ∑ l ∈ range L, kernel a l r + level a L r = 1 / r := by
      rw [ht, shortRange]; ring
    rw [hsum, mul_one_div_cancel hr.ne']
  · rw [shortRange, level_eq_coulomb ha (by simpa using h), sub_self]
  · have hl : 2 ^ l * a ≤ r := by
      have : 0 < 2 ^ l * a := by positivity
      rw [pow_succ] at h
      linarith
    rw [kernel, level_eq_coulomb ha hl, level_eq_coulomb ha h, sub_self]
  · have e1 : r / 2 ^ l / (2 ^ 0 * a) = r / (2 ^ l * a) := by rw [pow_zero, one_mul, div_div]
    have e2 : r / 2 ^ l / (2 ^ (0 + 1) * a) = r / (2 ^ (l + 1) * a) := by
      rw [div_div]; congr 1; ring
    unfold kernel level
    rw [e1, e2]
    generalize softened (r / (2 ^ l * a)) = A
    generalize softened (r / (2 ^ (l + 1) * a)) = B
    ring
```

Q: And the self-term?

A: In the last proof, `key` discards the bracket for distant pairs, `hs` restores the diagonal using `h0`, the value $g_0(0)=15/(8a)$, and `hsmooth` expands $g_0$ into kernels and exchanges the order of summation.

```lean
/-- The Coulomb double sum of finitely many charges with inverse distances `c i j` equals a sum over
pairs closer than `a`, plus the sums of `k_l` for `l < L` and of `g_L` over all `i` and `j`, `i = j`
included, minus the self-term, `15/(8a)` times the sum of the squared charges. -/
theorem coulomb_sum_splitting {ι X : Type*} [Fintype ι] [DecidableEq ι] [MetricSpace X]
    {a : ℝ} (ha : 0 < a) (L : ℕ) (q : ι → ℝ) (x : ι → X) (c : ι → ι → ℝ)
    (hc : ∀ i j, i ≠ j → c i j * dist (x i) (x j) = 1) :
    ∑ i, ∑ j ∈ univ.erase i, q i * q j * c i j =
      ∑ i, ∑ j ∈ (univ.erase i).filter (fun j => dist (x i) (x j) < a),
        q i * q j * (c i j - level a 0 (dist (x i) (x j)))
      + (∑ l ∈ range L, ∑ i, ∑ j, q i * q j * kernel a l (dist (x i) (x j))
        + ∑ i, ∑ j, q i * q j * level a L (dist (x i) (x j)))
      - 15 / (8 * a) * ∑ i, q i ^ 2 := by
  have tele : ∀ r, level a 0 r = ∑ l ∈ range L, kernel a l r + level a L r := by
    intro r
    have ht : ∑ l ∈ range L, kernel a l r = level a 0 r - level a L r :=
      Finset.sum_range_sub' (fun l => level a l r) L
    rw [ht]; ring
  have hsmooth : ∑ i, ∑ j, q i * q j * level a 0 (dist (x i) (x j)) =
      ∑ l ∈ range L, ∑ i, ∑ j, q i * q j * kernel a l (dist (x i) (x j))
        + ∑ i, ∑ j, q i * q j * level a L (dist (x i) (x j)) := by
    simp only [tele, mul_add, Finset.sum_add_distrib, Finset.mul_sum]
    congr 1
    symm
    exact Finset.sum_comm.trans (Finset.sum_congr rfl fun i _ => Finset.sum_comm)
  have hi : ∀ i, ∑ j ∈ univ.erase i, q i * q j * c i j =
      ∑ j ∈ (univ.erase i).filter (fun j => dist (x i) (x j) < a),
        q i * q j * (c i j - level a 0 (dist (x i) (x j)))
      + ∑ j, q i * q j * level a 0 (dist (x i) (x j)) - 15 / (8 * a) * q i ^ 2 := by
    intro i
    have h0 : level a 0 (dist (x i) (x i)) = 15 / (8 * a) := by
      rw [dist_self, level, zero_div, softened, if_pos zero_le_one]
      field_simp
      norm_num
    -- beyond the cutoff the softened potential is exact
    have key : ∑ j ∈ univ.erase i, q i * q j * c i j =
        ∑ j ∈ (univ.erase i).filter (fun j => dist (x i) (x j) < a),
          q i * q j * (c i j - level a 0 (dist (x i) (x j)))
        + ∑ j ∈ univ.erase i, q i * q j * level a 0 (dist (x i) (x j)) := by
      rw [Finset.sum_filter, ← Finset.sum_add_distrib]
      refine Finset.sum_congr rfl fun j hj => ?_
      split_ifs with h
      · ring
      · have hd : a ≤ dist (x i) (x j) := not_lt.1 h
        rw [level_eq_coulomb ha (by simpa using hd),
          eq_div_of_mul_eq (ha.trans_le hd).ne' (hc i j (Finset.ne_of_mem_erase hj).symm)]
        ring
    have hs : q i * q i * level a 0 (dist (x i) (x i))
        + ∑ j ∈ univ.erase i, q i * q j * level a 0 (dist (x i) (x j))
        = ∑ j, q i * q j * level a 0 (dist (x i) (x j)) :=
      Finset.add_sum_erase univ (fun j => q i * q j * level a 0 (dist (x i) (x j)))
        (Finset.mem_univ i)
    rw [h0] at hs
    rw [key]
    linear_combination hs
  rw [Finset.sum_congr rfl (fun i _ => hi i), Finset.sum_sub_distrib, Finset.sum_add_distrib,
    ← Finset.mul_sum, hsmooth]

end

end MultilevelSummation
```

```lean
#print axioms MultilevelSummation.not_differentiableAt_second_deriv
#print axioms MultilevelSummation.contDiff_level_norm
#print axioms MultilevelSummation.multilevel_splitting
#print axioms MultilevelSummation.coulomb_sum_splitting
```

```
'MultilevelSummation.not_differentiableAt_second_deriv' depends on axioms: [propext, Classical.choice, Quot.sound]
'MultilevelSummation.contDiff_level_norm' depends on axioms: [propext, Classical.choice, Quot.sound]
'MultilevelSummation.multilevel_splitting' depends on axioms: [propext, Classical.choice, Quot.sound]
'MultilevelSummation.coulomb_sum_splitting' depends on axioms: [propext, Classical.choice, Quot.sound]
```
